# A reduced-space Z-vector reproduces the reduced response property, which is exact when the space contains either full solution

## One linear solve for many perturbations

In an analytic gradient calculation with a nonvariational method such as MP2, each nuclear displacement has its own response equation, with right-hand side $b$. A program can solve a single Z-vector equation in a space of trial vectors and contract the result with every $b$. The result below shows that the contraction gives the same number as solving for each response in that same space.

The full response equation is $Ax=b$, where $A$ is the response matrix and $x$ the first-order change of the wavefunction parameters. The response part of the property is $g\cdot x$, where $g$ is the derivative of the property with respect to those parameters. The Z-vector $z$ solves $A^Tz=g$. Any minus sign in the response equation is absorbed into $b$. The letters $x$ and $y$ below are the exact and the reduced response, not excitation and de-excitation amplitudes.

In electronic structure, the result applies to real linear response equations in a finite parameter space. $A$ may be nonsymmetric, as it is for coupled-cluster amplitudes.

## The projected equations

Let the columns of $V$ span the reduced space. A reduced response $y$ and a reduced Z-vector $w$ lie in that space and satisfy

$$V^T(b-Ay)=0,\qquad V^T(g-A^Tw)=0.$$

The claim is that $g\cdot y=w\cdot b$, and that both equal $g\cdot x$ if $x$ or $z$ lies in the reduced space.

In a calculation, a program can store $V$ and the products $AV$, form the small matrix $V^TAV$, assumed invertible here, and solve
$$(V^TAV)^T d=V^Tg,\qquad w=Vd.$$
It then evaluates $w\cdot b$ for each perturbation. If $z$ lies in the space, all these properties are exact, because that condition does not involve $b$ and the invertible small matrix supplies a reduced response for every $b$.

## Interchange of the two reduced solutions

Take any vector $u=Vc$ of the reduced space. Then

$$u\cdot(b-Ay)=c\cdot V^T(b-Ay)=0,$$

so $u\cdot Ay=u\cdot b$. The same argument for the second equation gives $u\cdot A^Tw=u\cdot g$. Since $y$ and $w$ both lie in the space,

$$g\cdot y=y\cdot A^Tw=w\cdot Ay=w\cdot b.$$

The first equality uses $u=y$ in the adjoint equation, the second moves the transpose, and the last uses $u=w$ in the response equation. The first and last steps are available here because the two equations are projected with the same $V$ that contains their solutions.

## The error and the two exact cases

With $g=A^Tz$,

$$g\cdot x-g\cdot y=A^Tz\cdot(x-y)=z\cdot A(x-y).$$

For every $u$ in the reduced space, $u\cdot A(x-y)=u\cdot b-u\cdot Ay=0$. Subtracting this zero gives

$$g\cdot x-g\cdot y=(z-u)\cdot A(x-y).$$

If $z$ is in the space, $u=z$ makes the error vanish. If instead $x$ is in the space, the adjoint equation can be tested with it:

$$g\cdot y=w\cdot b=w\cdot Ax=x\cdot A^Tw=x\cdot g.$$

An iterative solver usually stops before either vector is fully captured. Since $A(x-y)=b-Ay$, the Cauchy–Schwarz inequality then bounds the error by $\|z-u\|\,\|b-Ay\|$; this estimate is an addition to the checked statements.

## Solving the small system

Write $y=Vc$. The projected equation becomes $(V^TAV)c=V^Tb$. If $V^TAV$ is invertible, there is exactly one reduced response,

$$y=V(V^TAV)^{-1}V^Tb.$$

The interchange itself needs no inverse, only that $y$ and $w$ exist. Invertibility of $A$ alone does not make the small matrix invertible: if $A$ swaps two coordinates and $V$ keeps the first, then $V^TAV=0$.

## Two properties of a two-parameter model

Take
$$A=\begin{pmatrix}2&1\\0&1\end{pmatrix},\qquad V=\begin{pmatrix}1\\0\end{pmatrix},\qquad b=(3,1).$$
The exact response is $x=(1,1)$. The small system is $2c=3$, so $y=(3/2,0)$.

For $g=(2,1)$, the Z-vector $z=(1,0)$ lies in the space. Both $g\cdot y$ and $g\cdot x$ equal 3, although $y\ne x$. For $g=(2,2)$, $z=(1,1)$ lies outside, as does $x$. The reduced property is 3 and the exact one is 4.

## The statement in Lean

The finite types `n` and `k` label the full parameters and the columns of `V`. The symbol `*ᵥ` is a matrix acting on a vector, and `⬝ᵥ` is the real dot product. `InSpace V u` says that $u=Vc$ for some $c$; the columns need not be orthonormal.

`IsReducedSolution A V b y` combines membership in the space with the projected residual condition. The reduced Z-vector is the same construct with `Aᵀ` and `g`. In `reduced_zvector`, the hypotheses `hx` and `hz` say that `x` and `z` solve the full equations, while `hy` and `hw` supply the reduced solutions. Neither $A$ nor $V^TAV$ is assumed invertible there.

The step from this algebra to a molecule is the derivation of $A$, $b$ and $g$ from a particular electronic-structure method, which the hypotheses take as done.

```lean
import Mathlib

open Matrix

namespace ReducedZVector

variable {n k : Type*} [Fintype n] [Fintype k]

/-- The vector `u` lies in the reduced space spanned by the columns of `V`. -/
def InSpace (V : Matrix n k ℝ) (u : n → ℝ) : Prop :=
  ∃ c : k → ℝ, V *ᵥ c = u

/-- The vector `y` solves the response equation `A y = b` in the reduced space of `V`:
it lies in that space, and its residual is orthogonal to every column of `V`. -/
structure IsReducedSolution (A : Matrix n n ℝ) (V : Matrix n k ℝ) (b y : n → ℝ) : Prop where
  inSpace : InSpace V y
  residual : Vᵀ *ᵥ (b - A *ᵥ y) = 0

/-- A real matrix moves across the dot product as its transpose. -/
theorem transpose_dot (M : Matrix n k ℝ) (z : n → ℝ) (x : k → ℝ) :
    (Mᵀ *ᵥ z) ⬝ᵥ x = z ⬝ᵥ (M *ᵥ x) := by
  rw [Matrix.mulVec_transpose, ← Matrix.dotProduct_mulVec]

/-- Tested against any vector of the reduced space, a reduced solution `y` satisfies the
response equation: `A y` and `b` have the same overlap with that vector. -/
theorem IsReducedSolution.test {A : Matrix n n ℝ} {V : Matrix n k ℝ} {b y u : n → ℝ}
    (h : IsReducedSolution A V b y) (hu : InSpace V u) :
    u ⬝ᵥ (A *ᵥ y) = u ⬝ᵥ b := by
  obtain ⟨c, rfl⟩ := hu
  have h1 := transpose_dot V (b - A *ᵥ y) c
  rw [h.residual, zero_dotProduct, sub_dotProduct] at h1
  rw [dotProduct_comm (V *ᵥ c) (A *ᵥ y), dotProduct_comm (V *ᵥ c) b]
  linarith

/-- Interchange in the reduced space: the property gradient `g` contracted with the reduced
response `y` equals the reduced Z-vector `w` contracted with the perturbation `b`. -/
theorem reduced_interchange {A : Matrix n n ℝ} {V : Matrix n k ℝ} {b g y w : n → ℝ}
    (hy : IsReducedSolution A V b y) (hw : IsReducedSolution Aᵀ V g w) :
    g ⬝ᵥ y = w ⬝ᵥ b := by
  calc g ⬝ᵥ y = y ⬝ᵥ g := dotProduct_comm _ _
    _ = y ⬝ᵥ (Aᵀ *ᵥ w) := (hw.test hy.inSpace).symm
    _ = (Aᵀ *ᵥ w) ⬝ᵥ y := dotProduct_comm _ _
    _ = w ⬝ᵥ (A *ᵥ y) := transpose_dot A w y
    _ = w ⬝ᵥ b := hy.test hw.inSpace

/-- The error of the reduced property is the error `x - y` of the response, contracted
through `A` with the deviation of the exact Z-vector `z` from any vector `u` of the
reduced space. -/
theorem property_error {A : Matrix n n ℝ} {V : Matrix n k ℝ} {b g x y z u : n → ℝ}
    (hx : A *ᵥ x = b) (hz : Aᵀ *ᵥ z = g)
    (hy : IsReducedSolution A V b y) (hu : InSpace V u) :
    g ⬝ᵥ x - g ⬝ᵥ y = (z - u) ⬝ᵥ (A *ᵥ (x - y)) := by
  have h1 := hy.test hu
  -- the part of the right-hand side that contains `u` vanishes
  rw [← hz, transpose_dot, transpose_dot, Matrix.mulVec_sub, sub_dotProduct,
    dotProduct_sub, dotProduct_sub, hx, h1]
  ring

/-- Reduced-space Z-vector theorem: the direct and the Z-vector evaluation of a property
agree in the reduced space, and both give the exact value `g · x` if the space contains
the exact response `x` or the exact Z-vector `z`. -/
theorem reduced_zvector {A : Matrix n n ℝ} {V : Matrix n k ℝ} {b g x y z w : n → ℝ}
    (hx : A *ᵥ x = b) (hz : Aᵀ *ᵥ z = g)
    (hy : IsReducedSolution A V b y) (hw : IsReducedSolution Aᵀ V g w) :
    g ⬝ᵥ y = w ⬝ᵥ b ∧ (InSpace V x ∨ InSpace V z → g ⬝ᵥ y = g ⬝ᵥ x) := by
  refine ⟨reduced_interchange hy hw, ?_⟩
  rintro (h | h)
  · -- the exact response is captured: test the adjoint equation with it
    calc g ⬝ᵥ y = w ⬝ᵥ b := reduced_interchange hy hw
      _ = w ⬝ᵥ (A *ᵥ x) := by rw [hx]
      _ = (Aᵀ *ᵥ w) ⬝ᵥ x := (transpose_dot A w x).symm
      _ = x ⬝ᵥ (Aᵀ *ᵥ w) := dotProduct_comm _ _
      _ = x ⬝ᵥ g := hw.test h
      _ = g ⬝ᵥ x := dotProduct_comm _ _
  · -- the exact Z-vector is captured: choose it as `u` in the error identity
    have h1 := property_error hx hz hy h
    rw [sub_self, zero_dotProduct] at h1
    linarith

/-- If the projected matrix `Vᵀ A V` is invertible, the reduced response equation has exactly
one solution, obtained by solving the small projected system and expanding in `V`. -/
theorem isReducedSolution_iff [DecidableEq k] {A : Matrix n n ℝ} {V : Matrix n k ℝ}
    (hA : IsUnit (Vᵀ * A * V).det) (b y : n → ℝ) :
    IsReducedSolution A V b y ↔ y = V *ᵥ ((Vᵀ * A * V)⁻¹ *ᵥ (Vᵀ *ᵥ b)) := by
  have key : ∀ c : k → ℝ, Vᵀ *ᵥ (A *ᵥ (V *ᵥ c)) = (Vᵀ * A * V) *ᵥ c := by
    intro c
    simp only [Matrix.mulVec_mulVec, Matrix.mul_assoc]
  constructor
  · rintro ⟨⟨c, rfl⟩, h⟩
    rw [Matrix.mulVec_sub, sub_eq_zero, key] at h
    rw [h, Matrix.mulVec_mulVec c, Matrix.nonsing_inv_mul _ hA, Matrix.one_mulVec]
  · rintro rfl
    refine ⟨⟨_, rfl⟩, ?_⟩
    rw [Matrix.mulVec_sub, sub_eq_zero, key, Matrix.mulVec_mulVec (Vᵀ *ᵥ b),
      Matrix.mul_nonsing_inv _ hA, Matrix.one_mulVec]

/-- A nonsymmetric response matrix for two parameters. -/
def modelA : Matrix (Fin 2) (Fin 2) ℝ := !![2, 1; 0, 1]

/-- The reduced space that keeps only the first parameter. -/
def modelV : Matrix (Fin 2) (Fin 1) ℝ := !![1; 0]

/-- In the two-parameter model with `b = (3, 1)`, the reduced response is `(3/2, 0)`. -/
theorem model_response : IsReducedSolution modelA modelV ![3, 1] ![3 / 2, 0] := by
  refine ⟨⟨![3 / 2], ?_⟩, ?_⟩
  · ext i
    fin_cases i <;> norm_num [modelV, Matrix.mulVec, dotProduct, Fin.sum_univ_succ]
  · ext i
    fin_cases i
    norm_num [modelA, modelV, Matrix.mulVec, dotProduct, Fin.sum_univ_succ]

/-- In the model with `b = (3, 1)` and `g = (2, 1)` the exact Z-vector `(1, 0)` lies in the reduced
space, and the reduced property is exact although the reduced response differs from the exact one.
-/
theorem reduced_zvector_witness :
    modelA *ᵥ ![1, 1] = ![3, 1] ∧ modelAᵀ *ᵥ ![1, 0] = ![2, 1] ∧
    IsReducedSolution modelA modelV ![3, 1] ![3 / 2, 0] ∧
    IsReducedSolution modelAᵀ modelV ![2, 1] ![1, 0] ∧ InSpace modelV ![1, 0] ∧
    (![3 / 2, 0] : Fin 2 → ℝ) ≠ ![1, 1] ∧
    (![2, 1] : Fin 2 → ℝ) ⬝ᵥ ![3 / 2, 0] = ![2, 1] ⬝ᵥ ![1, 1] := by
  have hs : InSpace modelV ![1, 0] := by
    refine ⟨![1], ?_⟩
    ext i
    fin_cases i <;> norm_num [modelV, Matrix.mulVec, dotProduct, Fin.sum_univ_succ]
  refine ⟨?_, ?_, model_response, ⟨hs, ?_⟩, hs, ?_, ?_⟩
  · ext i
    fin_cases i <;> norm_num [modelA, Matrix.mulVec, dotProduct, Fin.sum_univ_succ]
  · ext i
    fin_cases i <;> norm_num [modelA, Matrix.mulVec, dotProduct, Fin.sum_univ_succ]
  · ext i
    fin_cases i
    norm_num [modelA, modelV, Matrix.mulVec, dotProduct, Fin.sum_univ_succ]
  · intro h
    have h1 := congrFun h 1
    norm_num at h1
  · norm_num [dotProduct, Fin.sum_univ_succ]

/-- In the model with `g = (2, 2)`, where the exact response and the exact Z-vector are both
`(1, 1)`, the reduced property differs from the exact one. -/
theorem reduced_property_inexact :
    modelA *ᵥ ![1, 1] = ![3, 1] ∧ modelAᵀ *ᵥ ![1, 1] = ![2, 2] ∧
    IsReducedSolution modelA modelV ![3, 1] ![3 / 2, 0] ∧
    (![2, 2] : Fin 2 → ℝ) ⬝ᵥ ![3 / 2, 0] ≠ ![2, 2] ⬝ᵥ ![1, 1] := by
  refine ⟨reduced_zvector_witness.1, ?_, model_response, ?_⟩
  · ext i
    fin_cases i <;> norm_num [modelA, Matrix.mulVec, dotProduct, Fin.sum_univ_succ]
  · norm_num [dotProduct, Fin.sum_univ_succ]

end ReducedZVector
```

```lean
#print axioms ReducedZVector.reduced_zvector
#print axioms ReducedZVector.isReducedSolution_iff
#print axioms ReducedZVector.reduced_property_inexact
```

```
'ReducedZVector.reduced_zvector' depends on axioms: [propext, Classical.choice, Quot.sound]
'ReducedZVector.isReducedSolution_iff' depends on axioms: [propext, Classical.choice, Quot.sound]
'ReducedZVector.reduced_property_inexact' depends on axioms: [propext, Classical.choice, Quot.sound]
```

## From the residual condition to the property

`transpose_dot` moves a matrix across the dot product. `IsReducedSolution.test` writes the test vector as $Vc$ and uses the zero residual to obtain $u\cdot Ay=u\cdot b$. The `calc` chain in `reduced_interchange` applies this lemma once to each reduced equation, with the transpose moved in between.

In `property_error`, the rewrites replace $g$ by $A^Tz$, expand the differences and insert the tested equation. The terms containing $u$ then cancel, and `ring` finishes the algebra.

`reduced_zvector` takes its first part from the interchange and splits the second into two cases. For captured `x`, it follows the chain that tests the adjoint equation with `x`. For captured `z`, it sets `u` to `z` in the error identity.

In `isReducedSolution_iff`, the auxiliary statement `key` identifies the projected action of $A$ on $Vc$ with $(V^TAV)c$. One direction multiplies by the inverse to find $c$; the other substitutes the formula and checks the residual. The two-parameter results are verified component by component, and $y\ne x$ follows from the second component.
